# Strong coupling with bounded \(T\) and \(W\): \(F_s=\inf(T+sW)\) is concave in \(s\) and \(F_s/s\) tends to \(\inf W\)

To fix the large-coupling end of a model adiabatic-connection curve on a finite lattice, I solve a linear programme: minimise the mean interaction energy over classical distributions of configurations with the given density. The hopping matrix never enters.

This relies on a claim about \(F_s=\inf(T+sW)\), where \(T\) is the kinetic energy, \(W\) the interaction energy and \(s\) the coupling strength. For bounded \(T\) and \(W\), \(F_s\) should be concave in \(s\), and \(F_s/s\) should approach \(\inf W\) as \(s\to\infty\). Can this be made rigorous and machine-checked, including the step from wavefunctions to classical distributions?

## Trial states fix both the shape and the limit

Yes. Let \(X\) be a nonempty set of admissible states, with \(T,W:X\to\mathbb R\) bounded.

**Concavity.** Take couplings \(s,t\) and weights \(\alpha,\beta\ge0\) with \(\alpha+\beta=1\). For every state \(x\), \(F_s\le T(x)+sW(x)\) and \(F_t\le T(x)+tW(x)\), so
\[
\alpha F_s+\beta F_t\le T(x)+(\alpha s+\beta t)W(x).
\]
The infimum over \(x\) on the right gives \(\alpha F_s+\beta F_t\le F_{\alpha s+\beta t}\).

**Limit.** For \(s>0\) and any \(x\),
\[
\frac{\inf T}{s}+\inf W\le\frac{F_s}{s}\le\frac{T(x)}{s}+W(x).
\]
The left side tends to \(\inf W\), so \(F_s/s\) eventually exceeds any \(c<\inf W\). If \(c>\inf W\), choose \(x\) with \(W(x)<c\); the right side then eventually falls below \(c\).

**Rate.** If \(|T|\le a\), then \(F_s\ge -a+s\inf W\). Also \((F_s-a)/s\le W(x)\) for every \(x\), hence \((F_s-a)/s\le\inf W\). Together,
\[
\left|\frac{F_s}{s}-\inf W\right|\le\frac as .
\]
With a single state, \(F_s/s=W+T/s\), and the bound is attained with \(a=|T|\).

**Minimisers.** If \(x_s\) attains \(F_s\), then \(sW(x_s)=F_s-T(x_s)\le F_s-\inf T\). Therefore
\[
\inf W\le W(x_s)\le \frac{F_s}{s}-\frac{\inf T}{s},
\]
and \(W(x_s)\to\inf W\).

**Lattice.** From here on, let \(c,d\) label finitely many configurations, \(K\) be the hopping matrix and \(w(c)\) the interaction energy of configuration \(c\). A wavefunction \(\psi\) has Born weights \(p(c)=|\psi(c)|^2\) and energies
\[
T(\psi)=\operatorname{Re}\sum_{c,d}\psi(c)^*K_{cd}\psi(d),\qquad W(\psi)=\sum_c p(c)w(c).
\]
The admissible \(\psi\) are normalised and have the given density, that is, the given mean occupation of each site. Normalisation gives \(|\psi(c)|\le1\), so \(|T|\le\sum_{c,d}|K_{cd}|\) and \(|W|\le\sum_c|w(c)|\), and the general result applies. Since \(W\) depends on \(\psi\) only through \(p\), and every classical \(p\) with the required density is the Born distribution of \(\psi=\sqrt p\), the infimum of \(W\) over these wavefunctions equals the infimum over classical distributions with the same density.

**Without a lower bound on \(T\)** the limit can fail. Take \(X=\mathbb N\), \(T(k)=-k\), \(W(k)=1\): the energy is unbounded below at every \(s\), although \(\inf W=1\). (Lean assigns the value 0 to such an infimum, so the quotient still does not tend to 1.)

## What the theorems say about the lattice model

`coupled T W s` is \(F_s\), and `strong_interaction_limit` states concavity on all of \(\mathbb R\) together with the limit. The bounds are the hypotheses `|T x| ≤ a` and `|W x| ≤ b`. The limit alone, in `coupled_div_tendsto`, assumes only lower bounds. `minimiser_interaction_tendsto` assumes that a minimiser is supplied for each positive coupling.

In the lattice part, `C` is the finite type of configurations, `L` the type of sites, and `occ c i` the occupation of site `i` in configuration `c`. The set `distributions occ n` contains the nonnegative, normalised weights with mean occupations `n`. `latticeFunctional` is the constrained search over pure-state wavefunctions whose Born weights lie in that set.

The only hypothesis of `lattice_strong_interaction_limit`, `hn`, says that this set is nonempty: the density is an average of configuration occupations. `K` need not be Hermitian, since `kinetic` takes the real part; for a physical hopping matrix the expectation value is already real. Particle statistics enter through the choice of configurations and the entries of `K`.

The interaction must be diagonal in the configurations. Continuum systems are not covered by the lattice theorem, which assumes finitely many configurations. That theorem gives the limit without a rate, and the coupling-integration formula of the adiabatic connection is not treated.

```lean
import Mathlib

open Filter Topology

namespace StrongInteractionLimit

noncomputable section

variable {X : Type*}

/-- The functional at coupling strength `s`: the infimum of `T + s W` over all admissible states. -/
def coupled (T W : X → ℝ) (s : ℝ) : ℝ := ⨅ x, (T x + s * W x)

/-- The coupled functional is concave on every convex set of coupling strengths for which the
total energy is bounded below. -/
theorem coupled_concaveOn [Nonempty X] {T W : X → ℝ} {S : Set ℝ} (hS : Convex ℝ S)
    (h : ∀ s ∈ S, BddBelow (Set.range fun x => T x + s * W x)) :
    ConcaveOn ℝ S (coupled T W) := by
  refine ⟨hS, fun s hs t ht a b ha hb hab => ?_⟩
  change a * coupled T W s + b * coupled T W t ≤ coupled T W (a * s + b * t)
  refine le_ciInf fun x => ?_
  -- each trial state gives an energy that is affine in the coupling
  have h1 : coupled T W s ≤ T x + s * W x := ciInf_le (h s hs) x
  have h2 : coupled T W t ≤ T x + t * W x := ciInf_le (h t ht) x
  calc a * coupled T W s + b * coupled T W t
      ≤ a * (T x + s * W x) + b * (T x + t * W x) :=
        add_le_add (mul_le_mul_of_nonneg_left h1 ha) (mul_le_mul_of_nonneg_left h2 hb)
    _ = T x + (a * s + b * t) * W x := by linear_combination (T x) * hab

/-- If `T` and `W` are bounded below, then at coupling `s ≥ 0` the functional is at least the
infimum of `T` plus `s` times the infimum of `W`, and at most the energy of any trial state. -/
theorem coupled_bounds [Nonempty X] {T W : X → ℝ} (hT : BddBelow (Set.range T))
    (hW : BddBelow (Set.range W)) {s : ℝ} (hs : 0 ≤ s) :
    (⨅ x, T x) + s * (⨅ x, W x) ≤ coupled T W s ∧
      ∀ x, coupled T W s ≤ T x + s * W x := by
  have key : ∀ x, (⨅ x, T x) + s * (⨅ x, W x) ≤ T x + s * W x := fun x =>
    add_le_add (ciInf_le hT x) (mul_le_mul_of_nonneg_left (ciInf_le hW x) hs)
  refine ⟨le_ciInf key, fun x => ciInf_le ⟨(⨅ x, T x) + s * (⨅ x, W x), ?_⟩ x⟩
  rintro _ ⟨y, rfl⟩
  exact key y

private theorem div_add_tendsto (u v : ℝ) :
    Tendsto (fun s : ℝ => u / s + v) atTop (𝓝 v) := by
  have h : Tendsto (fun s : ℝ => u / s) atTop (𝓝 0) :=
    tendsto_const_nhds.div_atTop tendsto_id
  have h2 := h.add_const v
  rwa [zero_add] at h2

/-- If `T` and `W` are bounded below, then as the coupling tends to infinity the functional per unit
coupling tends to the infimum of the interaction energy. -/
theorem coupled_div_tendsto [Nonempty X] {T W : X → ℝ} (hT : BddBelow (Set.range T))
    (hW : BddBelow (Set.range W)) :
    Tendsto (fun s => coupled T W s / s) atTop (𝓝 (⨅ x, W x)) := by
  refine tendsto_order.2 ⟨fun c hc => ?_, fun c hc => ?_⟩
  · filter_upwards [(tendsto_order.1 (div_add_tendsto (⨅ x, T x) (⨅ x, W x))).1 c hc,
      eventually_gt_atTop (0 : ℝ)] with s h1 hs
    refine h1.trans_le ?_
    rw [le_div_iff₀ hs, add_mul, div_mul_cancel₀ _ hs.ne']
    linarith [(coupled_bounds hT hW hs.le).1]
  · -- a trial state with interaction energy below `c` bounds the functional from above
    obtain ⟨x, hx⟩ := exists_lt_of_ciInf_lt hc
    filter_upwards [(tendsto_order.1 (div_add_tendsto (T x) (W x))).2 c hx,
      eventually_gt_atTop (0 : ℝ)] with s h1 hs
    refine lt_of_le_of_lt ?_ h1
    rw [div_le_iff₀ hs, add_mul, div_mul_cancel₀ _ hs.ne']
    linarith [(coupled_bounds hT hW hs.le).2 x]

/-- Strong-interaction limit: for bounded `T` and `W` the functional is concave in the coupling on
the whole line, and divided by the coupling it tends to the infimum of `W` as the coupling tends to
infinity. -/
theorem strong_interaction_limit [Nonempty X] {T W : X → ℝ} {a b : ℝ}
    (hT : ∀ x, |T x| ≤ a) (hW : ∀ x, |W x| ≤ b) :
    ConcaveOn ℝ Set.univ (coupled T W) ∧
      Tendsto (fun s => coupled T W s / s) atTop (𝓝 (⨅ x, W x)) := by
  refine ⟨coupled_concaveOn convex_univ fun s _ => ⟨-a - |s| * b, ?_⟩,
    coupled_div_tendsto ⟨-a, ?_⟩ ⟨-b, ?_⟩⟩
  · rintro _ ⟨x, rfl⟩
    have h1 := mul_le_mul_of_nonneg_left (hW x) (abs_nonneg s)
    rw [← abs_mul] at h1
    change -a - |s| * b ≤ T x + s * W x
    linarith [neg_abs_le (s * W x), (abs_le.1 (hT x)).1]
  · rintro _ ⟨x, rfl⟩
    exact (abs_le.1 (hT x)).1
  · rintro _ ⟨x, rfl⟩
    exact (abs_le.1 (hW x)).1

/-- If `|T|` is at most `a` and `W` is bounded below, then at every coupling `s > 0` the functional
per unit coupling differs from the infimum of `W` by at most `a / s`. -/
theorem coupled_div_error [Nonempty X] {T W : X → ℝ} {a s : ℝ} (hT : ∀ x, |T x| ≤ a)
    (hW : BddBelow (Set.range W)) (hs : 0 < s) :
    |coupled T W s / s - ⨅ x, W x| ≤ a / s := by
  have hTb : BddBelow (Set.range T) :=
    ⟨-a, by rintro _ ⟨x, rfl⟩; exact (abs_le.1 (hT x)).1⟩
  obtain ⟨h1, h2⟩ := coupled_bounds hTb hW hs.le
  have h3 : -a ≤ ⨅ x, T x := le_ciInf fun x => (abs_le.1 (hT x)).1
  have hup : (coupled T W s - a) / s ≤ ⨅ x, W x := le_ciInf fun x => by
    rw [div_le_iff₀ hs]
    linarith [h2 x, (abs_le.1 (hT x)).2]
  have hlo : (⨅ x, W x) ≤ (coupled T W s + a) / s := by
    rw [le_div_iff₀ hs]
    linarith
  rw [sub_div] at hup
  rw [add_div] at hlo
  exact abs_le.2 ⟨by linarith, by linarith⟩

/-- If `T` and `W` are bounded below, then along any family of minimisers of `T + s W` the
interaction energy tends to its infimum as the coupling grows. -/
theorem minimiser_interaction_tendsto [Nonempty X] {T W : X → ℝ}
    (hT : BddBelow (Set.range T)) (hW : BddBelow (Set.range W)) (x : ℝ → X)
    (hx : ∀ s > 0, T (x s) + s * W (x s) = coupled T W s) :
    Tendsto (fun s => W (x s)) atTop (𝓝 (⨅ y, W y)) := by
  have hup := (coupled_div_tendsto hT hW).add (div_add_tendsto (-(⨅ y, T y)) 0)
  rw [add_zero] at hup
  refine tendsto_of_tendsto_of_tendsto_of_le_of_le' tendsto_const_nhds hup
    (Eventually.of_forall fun s => ciInf_le hW (x s)) ?_
  filter_upwards [eventually_gt_atTop (0 : ℝ)] with s hs
  have e : coupled T W s / s + (-(⨅ y, T y) / s + 0) = (coupled T W s - ⨅ y, T y) / s := by
    ring
  rw [e, le_div_iff₀ hs]
  linarith [hx s hs, ciInf_le hT (x s)]

variable {C L : Type*} [Fintype C]

/-- Probability distributions over many-body configurations whose mean site occupations are `n`. -/
def distributions (occ : C → L → ℝ) (n : L → ℝ) : Set (C → ℝ) :=
  {p | (∀ c, 0 ≤ p c) ∧ ∑ c, p c = 1 ∧ ∀ i, ∑ c, p c * occ c i = n i}

/-- The Born probabilities of a lattice wavefunction. -/
def born (ψ : C → ℂ) (c : C) : ℝ := ‖ψ c‖ ^ 2

/-- The real part of the expectation value of the hopping matrix `K`. -/
def kinetic (K : Matrix C C ℂ) (ψ : C → ℂ) : ℝ :=
  (∑ c, ∑ d, star (ψ c) * K c d * ψ d).re

/-- The mean of the configuration energy `w` in the distribution `p`. -/
def interaction (w p : C → ℝ) : ℝ := ∑ c, p c * w c

/-- The constrained-search functional of the density `n` at coupling `s`: the infimum of kinetic
plus `s` times interaction energy over normalised wavefunctions with density `n`. -/
def latticeFunctional (occ : C → L → ℝ) (K : Matrix C C ℂ) (w : C → ℝ) (n : L → ℝ) : ℝ → ℝ :=
  coupled (X := {ψ : C → ℂ // born ψ ∈ distributions occ n})
    (fun ψ => kinetic K ψ.1) (fun ψ => interaction w (born ψ.1))

/-- For a density realised by some distribution, the lattice functional is concave in the coupling,
and as the coupling tends to infinity its value per unit coupling tends to the least mean
interaction energy among classical distributions with that density. -/
theorem lattice_strong_interaction_limit (occ : C → L → ℝ) (K : Matrix C C ℂ) (w : C → ℝ)
    (n : L → ℝ) (hn : (distributions occ n).Nonempty) :
    ConcaveOn ℝ Set.univ (latticeFunctional occ K w n) ∧
      Tendsto (fun s => latticeFunctional occ K w n s / s) atTop
        (𝓝 (⨅ p : distributions occ n, interaction w p.1)) := by
  -- every classical distribution is the Born distribution of its square root
  let f : {ψ : C → ℂ // born ψ ∈ distributions occ n} → distributions occ n :=
    fun ψ => ⟨born ψ.1, ψ.2⟩
  have hf : Function.Surjective f := by
    rintro ⟨p, hp⟩
    have e : born (fun c => ((Real.sqrt (p c) : ℝ) : ℂ)) = p := by
      funext c
      change ‖((Real.sqrt (p c) : ℝ) : ℂ)‖ ^ 2 = p c
      rw [Complex.norm_real, Real.norm_eq_abs, sq_abs, Real.sq_sqrt (hp.1 c)]
    exact ⟨⟨_, e.symm ▸ hp⟩, Subtype.ext e⟩
  obtain ⟨p, hp⟩ := hn
  obtain ⟨ψ₀, -⟩ := hf ⟨p, hp⟩
  have : Nonempty {ψ : C → ℂ // born ψ ∈ distributions occ n} := ⟨ψ₀⟩
  have hle : ∀ q ∈ distributions occ n, ∀ c, q c ≤ 1 := fun q hq c => by
    rw [← hq.2.1]
    exact Finset.single_le_sum (fun d _ => hq.1 d) (Finset.mem_univ c)
  rw [← hf.iInf_comp (fun p : distributions occ n => interaction w p.1)]
  refine strong_interaction_limit (a := ∑ c, ∑ d, ‖K c d‖) (b := ∑ c, |w c|) ?_ ?_
  · -- normalised amplitudes have modulus at most one
    rintro ⟨ψ, hψ⟩
    have h1 : ∀ c, ‖ψ c‖ ≤ 1 := fun c => by
      have h : ‖ψ c‖ ^ 2 ≤ 1 := hle _ hψ c
      nlinarith [norm_nonneg (ψ c)]
    refine (Complex.abs_re_le_norm _).trans ((norm_sum_le _ _).trans ?_)
    refine Finset.sum_le_sum fun c _ => (norm_sum_le _ _).trans ?_
    refine Finset.sum_le_sum fun d _ => ?_
    rw [norm_mul, norm_mul, norm_star]
    calc ‖ψ c‖ * ‖K c d‖ * ‖ψ d‖ ≤ 1 * ‖K c d‖ * 1 := by
          gcongr
          · exact h1 c
          · exact h1 d
      _ = ‖K c d‖ := by ring
  · rintro ⟨ψ, hψ⟩
    refine (Finset.abs_sum_le_sum_abs _ _).trans (Finset.sum_le_sum fun c _ => ?_)
    rw [abs_mul, abs_of_nonneg (hψ.1 c)]
    exact mul_le_of_le_one_left (abs_nonneg _) (hle _ hψ c)

end

end StrongInteractionLimit
```

```lean
#print axioms StrongInteractionLimit.strong_interaction_limit
#print axioms StrongInteractionLimit.coupled_div_error
#print axioms StrongInteractionLimit.minimiser_interaction_tendsto
#print axioms StrongInteractionLimit.lattice_strong_interaction_limit
```

```
'StrongInteractionLimit.strong_interaction_limit' depends on axioms: [propext, Classical.choice, Quot.sound]
'StrongInteractionLimit.coupled_div_error' depends on axioms: [propext, Classical.choice, Quot.sound]
'StrongInteractionLimit.minimiser_interaction_tendsto' depends on axioms: [propext, Classical.choice, Quot.sound]
'StrongInteractionLimit.lattice_strong_interaction_limit' depends on axioms: [propext, Classical.choice, Quot.sound]
```

## How the proof follows the inequalities

`coupled_concaveOn` is the concavity argument, with the weights called `a` and `b`. `ciInf_le` puts the infimum below each trial energy, and `le_ciInf` reduces the goal to a bound for each single trial state.

`coupled_bounds` supplies the two-sided estimate. In `coupled_div_tendsto`, `tendsto_order` splits convergence into the cases \(c<\inf W\) and \(c>\inf W\), and `exists_lt_of_ciInf_lt` picks the trial state in the second. `div_add_tendsto` provides \(u/s+v\to v\). `strong_interaction_limit` then turns the absolute bounds into the lower bounds that the earlier lemmas require.

`coupled_div_error` proves the two halves of the rate as `hup` and `hlo`. `minimiser_interaction_tendsto` squeezes \(W(x_s)\) between its two bounds.

In the lattice theorem, `f` sends a wavefunction to its Born distribution, and `hf` proves it surjective by the square-root construction. This makes the wavefunction set nonempty, and `hf.iInf_comp` shows that the infimum over wavefunctions equals the infimum over distributions. The last two blocks establish the bounds on \(T\) and \(W\) from the fact that no weight exceeds one.
